# The angular field-gradient tensor of a real e_g orbital, and V²(3 + η²) = 48/49 for its normalised mixtures

The integral over the unit sphere is taken here as an iterated integral over the polar angle θ and the azimuth φ, with the surface weight sin θ written explicitly. Only the angular part of the orbital enters. The charge prefactor and the radial average of r⁻³, which set the size of a real field gradient, are left out; as common factors they do not affect the asymmetry parameter η. In the title, V is the principal value of largest magnitude of the angular tensor.

In Lean 4 with Mathlib:

```lean
import Mathlib

open Real

namespace EgFieldGradient

noncomputable section
```

The Cartesian axes x, y, z carry the indices 0, 1, 2. A direction is

n = (sin θ cos φ, sin θ sin φ, cos θ).

```lean
/-- The unit vector with polar angle `θ` and azimuth `φ`. -/
def direction (θ φ : ℝ) : Fin 3 → ℝ := ![sin θ * cos φ, sin θ * sin φ, cos θ]
```

For a function f of direction, the sphere integral is

∫ f dΩ = ∫₀^π [∫₀^2π f(n) dφ] sin θ dθ.

```lean
/-- The integral of a function of direction over the unit sphere. -/
def sphereIntegral (f : (Fin 3 → ℝ) → ℝ) : ℝ :=
  ∫ θ in (0 : ℝ)..π, (∫ φ in (0 : ℝ)..(2 * π), f (direction θ φ)) * sin θ
```

With real coefficients a and b, the mixture of d_z² and d_x²−y² is

ψ(n) = √(5/16π) [a(3n₂² − 1) + b√3(n₀² − n₁²)].

Complex mixtures are not covered.

```lean
/-- The angular part of the orbital `a d_z² + b d_x²-y²`. -/
def egOrbital (a b : ℝ) (n : Fin 3 → ℝ) : ℝ :=
  √(5 / (16 * π)) * (a * (3 * n 2 ^ 2 - 1) + b * √3 * (n 0 ^ 2 - n 1 ^ 2))
```

Its anisotropy tensor is

Tᵢⱼ = ∫ ψ² (3nᵢnⱼ − δᵢⱼ) dΩ.

This is an average over the density when a² + b² = 1; for other coefficients it is not divided by the norm.

```lean
/-- The angular anisotropy tensor: the sphere integral of `3 nᵢ nⱼ - δᵢⱼ` weighted by the orbital
density, not divided by the norm. -/
def efgTensor (a b : ℝ) : Matrix (Fin 3) (Fin 3) ℝ := Matrix.of fun i j =>
  sphereIntegral fun n => egOrbital a b n ^ 2 * (3 * (n i * n j) - if i = j then 1 else 0)
```

The principal values to be established are

E₀ = −(2/7)(a² − b²) − (4√3/7)ab

E₁ = −(2/7)(a² − b²) + (4√3/7)ab

E₂ = (4/7)(a² − b²).

```lean
/-- Closed expressions for the x, y and z principal values of the anisotropy tensor. -/
def egPrincipal (a b : ℝ) : Fin 3 → ℝ :=
  ![-(2 / 7) * (a ^ 2 - b ^ 2) - 4 * √3 / 7 * (a * b),
    -(2 / 7) * (a ^ 2 - b ^ 2) + 4 * √3 / 7 * (a * b),
    4 / 7 * (a ^ 2 - b ^ 2)]
```

For three principal values labelled so that |x| ≤ |y| ≤ |z|, with z ≠ 0, the asymmetry parameter is η = (x − y)/z. The definition below is the bare formula; the ordering enters as a hypothesis where it is needed.

```lean
/-- The asymmetry parameter `η = (x - y) / z` of three principal values. -/
def asymmetry (x y z : ℝ) : ℝ := (x - y) / z
```

## Integrating the density over the angles

Write C = cos 2φ = 2cos²φ − 1, so that cos²φ = (1 + C)/2. Over a full turn C and C³ average to 0, and C² averages to 1/2. Hence

∫₀^2π (P + QC)²(u + v cos²φ) dφ = 2π[(P² + Q²/2)(u + v/2) + vPQ/2].

The proof expands in powers of cos φ instead. Its `key` step differentiates an explicit antiderivative, which gives the averages 1/2, 3/8 and 5/16 for the second, fourth and sixth powers.

```lean
/-- The azimuthal integral of a density with a `cos 2φ` modulation, weighted by `u + v cos² φ`. -/
theorem azimuth_integral (P Q u v : ℝ) :
    ∫ φ in (0 : ℝ)..(2 * π), (P + Q * (2 * cos φ ^ 2 - 1)) ^ 2 * (u + v * cos φ ^ 2) =
      2 * π * ((P ^ 2 + Q ^ 2 / 2) * (u + v / 2) + v / 2 * P * Q) := by
  -- an antiderivative for every even polynomial of degree six in cos φ
  have key : ∀ A B C D : ℝ, ∫ φ in (0 : ℝ)..(2 * π),
      (A + B * cos φ ^ 2 + C * cos φ ^ 4 + D * cos φ ^ 6) =
        2 * π * (A + B / 2 + 3 * C / 8 + 5 * D / 16) := by
    intro A B C D
    have hd : ∀ t : ℝ, HasDerivAt (fun x : ℝ => (A + B / 2 + 3 * C / 8 + 5 * D / 16) * x
        + (B / 2 + 3 * C / 8 + 5 * D / 16) * (sin x * cos x)
        + (C / 4 + 5 * D / 24) * (sin x * cos x ^ 3) + D / 6 * (sin x * cos x ^ 5))
        (A + B * cos t ^ 2 + C * cos t ^ 4 + D * cos t ^ 6) t := by
      intro t
      have hs := Real.hasDerivAt_sin t
      have hc := Real.hasDerivAt_cos t
      refine (((((hasDerivAt_id' t).const_mul _).fun_add ((hs.fun_mul hc).const_mul _)).fun_add
        ((hs.fun_mul (hc.fun_pow 3)).const_mul _)).fun_add
        ((hs.fun_mul (hc.fun_pow 5)).const_mul _)).congr_deriv ?_
      push_cast
      linear_combination (-((B / 2 + 3 * C / 8 + 5 * D / 16)
        + 3 * (C / 4 + 5 * D / 24) * cos t ^ 2 + 5 * (D / 6) * cos t ^ 4))
        * Real.sin_sq_add_cos_sq t
    rw [intervalIntegral.integral_eq_sub_of_hasDerivAt (fun t _ => hd t)
      (Continuous.intervalIntegrable (by fun_prop) _ _)]
    simp only [Real.sin_two_pi, Real.cos_two_pi, Real.sin_zero, Real.cos_zero]
    ring
  have e : ∀ φ : ℝ, (P + Q * (2 * cos φ ^ 2 - 1)) ^ 2 * (u + v * cos φ ^ 2) =
      (P - Q) ^ 2 * u + (4 * (P - Q) * Q * u + (P - Q) ^ 2 * v) * cos φ ^ 2
      + (4 * Q ^ 2 * u + 4 * (P - Q) * Q * v) * cos φ ^ 4 + 4 * Q ^ 2 * v * cos φ ^ 6 := by
    intro φ; ring
  simp only [e, key]
  ring
```

For the polar angle, −cos^(2k+1) θ/(2k + 1) is an antiderivative of cos^(2k) θ sin θ, so

∫₀^π cos^(2k) θ sin θ dθ = 2/(2k + 1).

```lean
/-- The polar integral of an even polynomial in `cos θ` with the surface weight `sin θ`. -/
theorem polar_integral (A B C D : ℝ) :
    ∫ θ in (0 : ℝ)..π, (A + B * cos θ ^ 2 + C * cos θ ^ 4 + D * cos θ ^ 6) * sin θ =
      2 * (A + B / 3 + C / 5 + D / 7) := by
  have hd : ∀ t : ℝ, HasDerivAt (fun x : ℝ => -A * cos x + -(B / 3) * cos x ^ 3
      + -(C / 5) * cos x ^ 5 + -(D / 7) * cos x ^ 7)
      ((A + B * cos t ^ 2 + C * cos t ^ 4 + D * cos t ^ 6) * sin t) t := by
    intro t
    have hc := Real.hasDerivAt_cos t
    refine ((((hc.const_mul _).fun_add ((hc.fun_pow 3).const_mul _)).fun_add
      ((hc.fun_pow 5).const_mul _)).fun_add ((hc.fun_pow 7).const_mul _)).congr_deriv ?_
    push_cast
    ring
  rw [intervalIntegral.integral_eq_sub_of_hasDerivAt (fun t _ => hd t)
    (Continuous.intervalIntegrable (by fun_prop) _ _)]
  simp only [Real.cos_pi, Real.cos_zero]
  ring
```

Put c = cos θ. Since n₀² − n₁² = (1 − c²)C, the density is

ψ² = (5/16π)(P + QC)², with P = a(3c² − 1) and Q = b√3(1 − c²).

```lean
/-- The orbital density in polar angles. -/
theorem density_apply (a b θ φ : ℝ) : egOrbital a b (direction θ φ) ^ 2 =
    5 / (16 * π) * (a * (3 * cos θ ^ 2 - 1)
      + b * √3 * (1 - cos θ ^ 2) * (2 * cos φ ^ 2 - 1)) ^ 2 := by
  unfold egOrbital
  rw [mul_pow, Real.sq_sqrt (by positivity)]
  change 5 / (16 * π) * (a * (3 * cos θ ^ 2 - 1)
    + b * √3 * ((sin θ * cos φ) ^ 2 - (sin θ * sin φ) ^ 2)) ^ 2 = _
  simp only [mul_pow, Real.sin_sq]
  ring
```

The two integrals now give

∫ ψ² dΩ = (5/8) ∫₀^π (P² + Q²/2) sin θ dθ = a² + b²

∫ ψ² n₂² dΩ = (5/8) ∫₀^π (P² + Q²/2)c² sin θ dθ = (11/21)a² + (1/7)b²

∫ ψ² (n₀² − n₁²) dΩ = (5/8) ∫₀^π (1 − c²)PQ sin θ dθ = −(8√3/21)ab.

Together with n₀² + n₁² + n₂² = 1, these amount to

∫ ψ² nᵢ² dΩ = (a² + b² + Eᵢ)/3.

The theorem treats them all at once, with the weight w + pn₀² + qn₁² + rn₂². After the azimuthal integral it matches the integrand to an even polynomial in cos θ and applies `polar_integral`.

```lean
/-- The norm and the diagonal second moments of the orbital density, for arbitrary weights. -/
theorem second_moments (a b w p q r : ℝ) :
    sphereIntegral (fun n => egOrbital a b n ^ 2 *
      (w + p * n 0 ^ 2 + q * n 1 ^ 2 + r * n 2 ^ 2)) =
    w * (a ^ 2 + b ^ 2) + (p * (a ^ 2 + b ^ 2 + egPrincipal a b 0)
      + q * (a ^ 2 + b ^ 2 + egPrincipal a b 1) + r * (a ^ 2 + b ^ 2 + egPrincipal a b 2)) / 3 := by
  have ht : √(3 : ℝ) ^ 2 = 3 := Real.sq_sqrt (by norm_num)
  have e : ∀ θ φ : ℝ, egOrbital a b (direction θ φ) ^ 2 * (w + p * direction θ φ 0 ^ 2
      + q * direction θ φ 1 ^ 2 + r * direction θ φ 2 ^ 2) =
      5 / (16 * π) * ((a * (3 * cos θ ^ 2 - 1)
        + b * √3 * (1 - cos θ ^ 2) * (2 * cos φ ^ 2 - 1)) ^ 2 *
        ((w + q * (1 - cos θ ^ 2) + r * cos θ ^ 2)
          + (p - q) * (1 - cos θ ^ 2) * cos φ ^ 2)) := by
    intro θ φ
    rw [density_apply]
    change _ * (w + p * (sin θ * cos φ) ^ 2 + q * (sin θ * sin φ) ^ 2 + r * cos θ ^ 2) = _
    simp only [mul_pow, Real.sin_sq]
    ring
  have hN : ∀ X : ℝ, 5 / (16 * π) * (2 * π * X) = 5 / 8 * X := by
    intro X
    have := Real.pi_ne_zero
    linear_combination (5 / 8 * X) * (mul_inv_cancel₀ this)
  simp only [sphereIntegral, e, intervalIntegral.integral_const_mul, azimuth_integral, hN]
  -- the remaining integrand is an even polynomial in cos θ
  refine Eq.trans (intervalIntegral.integral_congr fun θ _ => ?_) ((polar_integral
    (5 / 8 * ((a ^ 2 + 3 / 2 * b ^ 2) * (w + (p + q) / 2) - (p - q) / 2 * (a * b * √3)))
    (5 / 8 * ((-6 * a ^ 2 - 3 * b ^ 2) * (w + (p + q) / 2)
      + (a ^ 2 + 3 / 2 * b ^ 2) * (r - (p + q) / 2) + 5 * ((p - q) / 2 * (a * b * √3))))
    (5 / 8 * ((9 * a ^ 2 + 3 / 2 * b ^ 2) * (w + (p + q) / 2)
      + (-6 * a ^ 2 - 3 * b ^ 2) * (r - (p + q) / 2) - 7 * ((p - q) / 2 * (a * b * √3))))
    (5 / 8 * ((9 * a ^ 2 + 3 / 2 * b ^ 2) * (r - (p + q) / 2)
      + 3 * ((p - q) / 2 * (a * b * √3))))).trans ?_)
  · linear_combination (5 / 16 * b ^ 2 * (1 - cos θ ^ 2) ^ 2 * (w + q * (1 - cos θ ^ 2)
      + r * cos θ ^ 2 + (p - q) / 2 * (1 - cos θ ^ 2)) * sin θ) * ht
  · simp only [egPrincipal, Matrix.cons_val]
    ring
```

The mixed moments vanish already in the azimuthal integral. For n₀n₁ and n₀n₂ the integrand is a polynomial in s = sin φ times cos φ dφ = ds, and s runs from 0 back to 0. For n₁n₂, the substitution s = cos φ runs from 1 back to 1. These are `hA` and `hB`; the remaining index pairs follow by symmetry.

```lean
/-- The mixed second moments of the orbital density vanish. -/
theorem cross_moments (a b : ℝ) (i j : Fin 3) (h : i ≠ j) :
    sphereIntegral (fun n => egOrbital a b n ^ 2 * (n i * n j)) = 0 := by
  -- substituting sin φ or cos φ makes the two end points coincide
  have hA : ∀ P Q u v : ℝ, ∫ φ in (0 : ℝ)..(2 * π), 5 / (16 * π) *
      (P + Q * (2 * cos φ ^ 2 - 1)) ^ 2 * ((u + v * sin φ) * cos φ) = 0 := by
    intro P Q u v
    have k := intervalIntegral.integral_comp_mul_deriv (a := 0) (b := 2 * π)
      (g := fun s => 5 / (16 * π) * (P + Q * (1 - 2 * s ^ 2)) ^ 2 * (u + v * s))
      (fun x _ => Real.hasDerivAt_sin x) Real.continuous_cos.continuousOn (by fun_prop)
    rw [Real.sin_two_pi, Real.sin_zero, intervalIntegral.integral_same] at k
    refine Eq.trans (intervalIntegral.integral_congr fun φ _ => ?_) k
    simp only [Function.comp_apply, Real.cos_sq']
    ring
  have hB : ∀ P Q w : ℝ, ∫ φ in (0 : ℝ)..(2 * π), 5 / (16 * π) *
      (P + Q * (2 * cos φ ^ 2 - 1)) ^ 2 * (w * sin φ) = 0 := by
    intro P Q w
    have k := intervalIntegral.integral_comp_mul_deriv (a := 0) (b := 2 * π)
      (g := fun s => 5 / (16 * π) * (P + Q * (2 * s ^ 2 - 1)) ^ 2 * (-w))
      (fun x _ => Real.hasDerivAt_cos x) Real.continuous_sin.neg.continuousOn (by fun_prop)
    rw [Real.cos_two_pi, Real.cos_zero, intervalIntegral.integral_same] at k
    refine Eq.trans (intervalIntegral.integral_congr fun φ _ => ?_) k
    simp only [Function.comp_apply]
    ring
  have e0 : ∀ θ φ, direction θ φ 0 = sin θ * cos φ := fun _ _ => rfl
  have e1 : ∀ θ φ, direction θ φ 1 = sin θ * sin φ := fun _ _ => rfl
  have e2 : ∀ θ φ, direction θ φ 2 = cos θ := fun _ _ => rfl
  have h01 : sphereIntegral (fun n => egOrbital a b n ^ 2 * (n 0 * n 1)) = 0 := by
    have e : ∀ θ φ : ℝ, sin θ * cos φ * (sin θ * sin φ) =
      (0 + sin θ ^ 2 * sin φ) * cos φ := by intro θ φ; ring
    simp only [sphereIntegral, density_apply, e0, e1, e, hA, zero_mul,
      intervalIntegral.integral_zero]
  have h02 : sphereIntegral (fun n => egOrbital a b n ^ 2 * (n 0 * n 2)) = 0 := by
    have e : ∀ θ φ : ℝ, sin θ * cos φ * cos θ =
      (sin θ * cos θ + 0 * sin φ) * cos φ := by intro θ φ; ring
    simp only [sphereIntegral, density_apply, e0, e2, e, hA]
    simp only [zero_mul, intervalIntegral.integral_zero]
  have h12 : sphereIntegral (fun n => egOrbital a b n ^ 2 * (n 1 * n 2)) = 0 := by
    have e : ∀ θ φ : ℝ, sin θ * sin φ * cos θ = (sin θ * cos θ) * sin φ := by
      intro θ φ; ring
    simp only [sphereIntegral, density_apply, e1, e2, e, hB, zero_mul,
      intervalIntegral.integral_zero]
  have comm : ∀ i j : Fin 3, sphereIntegral (fun n => egOrbital a b n ^ 2 * (n i * n j)) =
      sphereIntegral (fun n => egOrbital a b n ^ 2 * (n j * n i)) := fun i j =>
    congrArg sphereIntegral (funext fun n => by rw [mul_comm (n i)])
  fin_cases i <;> fin_cases j
  exacts [absurd rfl h, h01, h02, (comm 1 0).trans h01, absurd rfl h, h12,
    (comm 2 0).trans h02, (comm 2 1).trans h12, absurd rfl h]
```

## The tensor and its d_z² case

Setting w = 1 and the other weights to zero recovers the norm a² + b².

```lean
/-- The integrated density of the orbital is `a² + b²`. -/
theorem egOrbital_norm (a b : ℝ) :
    sphereIntegral (fun n => egOrbital a b n ^ 2) = a ^ 2 + b ^ 2 := by
  refine (congrArg sphereIntegral ?_).trans ((second_moments a b 1 0 0 0).trans ?_)
  · funext n; ring
  · ring
```

On the diagonal, the second moments give

Tᵢᵢ = 3(a² + b² + Eᵢ)/3 − (a² + b²) = Eᵢ,

which is `second_moments` with w = −1 and one other weight equal to 3. Off the diagonal, `cross_moments` gives zero.

```lean
/-- The anisotropy tensor of `a d_z² + b d_x²-y²` is diagonal in the axes x, y, z, with
zz entry `(4/7)(a² - b²)` and xx, yy entries `-(2/7)(a² - b²) ∓ (4√3/7) a b`. -/
theorem efgTensor_eq (a b : ℝ) : efgTensor a b = Matrix.diagonal (egPrincipal a b) := by
  ext i j
  by_cases h : i = j
  · subst h
    rw [Matrix.diagonal_apply_eq]
    simp only [efgTensor, Matrix.of_apply, if_true]
    fin_cases i
    · refine (congrArg sphereIntegral ?_).trans ((second_moments a b (-1) 3 0 0).trans ?_)
      · funext n
        change egOrbital a b n ^ 2 * (3 * (n 0 * n 0) - 1) = _
        ring
      · change _ = egPrincipal a b 0
        ring
    · refine (congrArg sphereIntegral ?_).trans ((second_moments a b (-1) 0 3 0).trans ?_)
      · funext n
        change egOrbital a b n ^ 2 * (3 * (n 1 * n 1) - 1) = _
        ring
      · change _ = egPrincipal a b 1
        ring
    · refine (congrArg sphereIntegral ?_).trans ((second_moments a b (-1) 0 0 3).trans ?_)
      · funext n
        change egOrbital a b n ^ 2 * (3 * (n 2 * n 2) - 1) = _
        ring
      · change _ = egPrincipal a b 2
        ring
  · rw [Matrix.diagonal_apply_ne _ h]
    have e : ∀ n : Fin 3 → ℝ, egOrbital a b n ^ 2 * (3 * (n i * n j) - 0) =
        3 * (egOrbital a b n ^ 2 * (n i * n j)) := by intro n; ring
    have k := cross_moments a b i j h
    simp only [sphereIntegral] at k
    simp only [efgTensor, Matrix.of_apply, if_neg h, sphereIntegral, e,
      intervalIntegral.integral_const_mul, mul_assoc (3 : ℝ), k, mul_zero]
```

For a = 1 and b = 0 the orbital is a normalised d_z², and the average of 3cos²θ − 1 is 4/7.

```lean
/-- A pure `d_z²` density has the diagonal averages `-2/7, -2/7, 4/7`. -/
theorem efgTensor_dz2 : efgTensor 1 0 = Matrix.diagonal ![-2 / 7, -2 / 7, 4 / 7] := by
  rw [efgTensor_eq]
  congr 1
  ext i
  fin_cases i <;> norm_num [egPrincipal]
```

## Ordering and strength

Let x + y + z = 0 with z ≠ 0. Solving with x − y = ηz gives

x = −z(1 − η)/2, y = −z(1 + η)/2,

and therefore

y² − x² = z²η

z² − y² = z²(1 − η)(3 + η)/4.

If |x| ≤ |y| ≤ |z|, the first line forces η ≥ 0; then 3 + η > 0, and the second forces η ≤ 1. Conversely, 0 ≤ η ≤ 1 makes both differences nonnegative. The proof compares squares in place of absolute values.

```lean
/-- For a traceless tensor with `z ≠ 0`, the principal values are ordered as
`|x| ≤ |y| ≤ |z|` exactly when the asymmetry parameter lies between 0 and 1. -/
theorem ordered_iff_asymmetry {x y z : ℝ} (hsum : x + y + z = 0) (hz : z ≠ 0) :
    (|x| ≤ |y| ∧ |y| ≤ |z|) ↔ asymmetry x y z ∈ Set.Icc (0 : ℝ) 1 := by
  have hη : asymmetry x y z * z = x - y := div_mul_cancel₀ _ hz
  generalize asymmetry x y z = η at *
  have hx : x = -z * (1 - η) / 2 := by linear_combination (1 / 2) * hsum - (1 / 2) * hη
  have hy : y = -z * (1 + η) / 2 := by linear_combination (1 / 2) * hsum + (1 / 2) * hη
  have hp : 0 < z ^ 2 := by positivity
  -- both orderings become signs of factored expressions in η
  have e1 : y ^ 2 - x ^ 2 = z ^ 2 * η := by rw [hx, hy]; ring
  have e2 : z ^ 2 - y ^ 2 = z ^ 2 * ((1 - η) * (3 + η) / 4) := by rw [hy]; ring
  rw [← sq_le_sq, ← sq_le_sq, Set.mem_Icc]
  constructor
  · rintro ⟨h1, h2⟩
    have h0 : 0 ≤ η := by
      by_contra hn
      have := mul_neg_of_pos_of_neg hp (not_le.mp hn)
      linarith
    refine ⟨h0, ?_⟩
    by_contra hn
    have h3 : (1 - η) * (3 + η) / 4 < 0 := by nlinarith [not_le.mp hn]
    have := mul_neg_of_pos_of_neg hp h3
    linarith
  · rintro ⟨h0, h1⟩
    have h3 : 0 ≤ (1 - η) * (3 + η) / 4 :=
      div_nonneg (mul_nonneg (by linarith) (by linarith)) (by norm_num)
    have k1 := mul_nonneg hp.le h0
    have k2 := mul_nonneg hp.le h3
    constructor <;> linarith
```

The Eᵢ sum to zero, and for a² + b² = 1

E₀² + E₁² + E₂² = (24/49)[(a² − b²)² + 4a²b²] = (24/49)(a² + b²)² = 24/49.

The permutation `σ` relabels the axes so that the magnitudes increase, which `h1` and `h2` state; both sums are unchanged by it. Call the relabelled values x, y and z = V. V is nonzero, since otherwise all three would vanish. The expressions for x and y above give

x² + y² + V² = V²(3 + η²)/2,

hence V²(3 + η²) = 48/49.

For a single electron in a real e_g orbital, with ligand, lattice and core contributions neglected, this ties the angular strength of the field gradient to its asymmetry: |V| is 4/7 at η = 0 and 2√3/7 at η = 1.

```lean
/-- For a normalised mixture of `d_z²` and `d_x²-y²` with axes labelled by increasing magnitude, `η`
lies in `[0, 1]` and the principal value `V` of largest magnitude obeys `V² (3 + η²) = 48/49`. -/
theorem eg_strength_asymmetry {a b : ℝ} (h : a ^ 2 + b ^ 2 = 1) (σ : Equiv.Perm (Fin 3))
    (h1 : |egPrincipal a b (σ 0)| ≤ |egPrincipal a b (σ 1)|)
    (h2 : |egPrincipal a b (σ 1)| ≤ |egPrincipal a b (σ 2)|) :
    asymmetry (egPrincipal a b (σ 0)) (egPrincipal a b (σ 1)) (egPrincipal a b (σ 2))
      ∈ Set.Icc (0 : ℝ) 1 ∧
    egPrincipal a b (σ 2) ^ 2 * (3 + asymmetry (egPrincipal a b (σ 0))
      (egPrincipal a b (σ 1)) (egPrincipal a b (σ 2)) ^ 2) = 48 / 49 := by
  have ht : √(3 : ℝ) ^ 2 = 3 := Real.sq_sqrt (by norm_num)
  -- the trace and the square sum do not depend on the labelling of the axes
  have s1 := Equiv.sum_comp σ (egPrincipal a b)
  have s2 := Equiv.sum_comp σ (fun i => egPrincipal a b i ^ 2)
  have t1 : egPrincipal a b 0 + egPrincipal a b 1 + egPrincipal a b 2 = 0 := by
    simp only [egPrincipal, Matrix.cons_val]
    ring
  have t2 : egPrincipal a b 0 ^ 2 + egPrincipal a b 1 ^ 2 + egPrincipal a b 2 ^ 2 = 24 / 49 := by
    simp only [egPrincipal, Matrix.cons_val]
    linear_combination (32 / 49 * a ^ 2 * b ^ 2) * ht + 24 / 49 * (a ^ 2 + b ^ 2 + 1) * h
  simp only [Fin.sum_univ_three] at s1 s2
  rw [t1] at s1
  rw [t2] at s2
  generalize egPrincipal a b (σ 0) = x at *
  generalize egPrincipal a b (σ 1) = y at *
  generalize egPrincipal a b (σ 2) = z at *
  have hz : z ≠ 0 := by
    intro h0
    have q1 := sq_le_sq.mpr h1
    have q2 := sq_le_sq.mpr h2
    rw [h0] at q2 s2
    linarith
  refine ⟨(ordered_iff_asymmetry s1 hz).mp ⟨h1, h2⟩, ?_⟩
  have hη : asymmetry x y z * z = x - y := div_mul_cancel₀ _ hz
  linear_combination 2 * s2 + (asymmetry x y z * z + x - y) * hη - (x + y - z) * s1

end

end EgFieldGradient
```

```lean
#print axioms EgFieldGradient.egOrbital_norm
-- 'EgFieldGradient.egOrbital_norm' depends on axioms: [propext, Classical.choice, Quot.sound]
#print axioms EgFieldGradient.efgTensor_eq
-- 'EgFieldGradient.efgTensor_eq' depends on axioms: [propext, Classical.choice, Quot.sound]
#print axioms EgFieldGradient.efgTensor_dz2
-- 'EgFieldGradient.efgTensor_dz2' depends on axioms: [propext, Classical.choice, Quot.sound]
#print axioms EgFieldGradient.eg_strength_asymmetry
-- 'EgFieldGradient.eg_strength_asymmetry' depends on axioms: [propext, Classical.choice, Quot.sound]
```
